# Two AKLT bonds on three spins 1 have gap 1/2, where Knabe's two-bond bound is zero

A single AKLT bond, the projector of two spins 1 onto total spin 2, has only the energies 0 and 1. Let a second bond share one of the spins. The two projectors no longer commute, and I believe that the gap of $h=P_{12}+P_{23}$ drops to $1/2$. That is exactly the value at which Knabe's two-bond criterion, which bounds the gap of a periodic chain from that of a short open segment, gives only zero. I also expect
$$h(h-\tfrac12)(h-\tfrac56)(h-\tfrac76)(h-\tfrac32)(h-2)=0.$$
Can this be derived by hand and made rigorous in Lean 4 with Mathlib, starting from actual spin matrices?

## A state with energy 1/2

Yes. In the Cartesian basis $x,y,z$ of spin 1, a pair state is a matrix $\psi_{ij}$, and the spin-2 projector keeps its symmetric traceless part:
$$(P\psi)_{ij}=\tfrac12(\psi_{ij}+\psi_{ji})-\tfrac13\delta_{ij}\,\mathrm{tr}\,\psi .$$
For three spins, define the contractions $a_k=\sum_m\psi_{mmk}$, $b_i=\sum_m\psi_{imm}$ and $c_j=\sum_m\psi_{mjm}$. Then
$$(h\psi)_{ijk}=\psi_{ijk}+\tfrac12(\psi_{jik}+\psi_{ikj})-\tfrac13(\delta_{ij}a_k+\delta_{jk}b_i).$$

Take the normalised state
$$\frac{1}{\sqrt{12}}\big(|xxz\rangle-|yyz\rangle+|zxx\rangle-|zyy\rangle-2|xzx\rangle+2|yzy\rangle\big).$$
Its contractions $a$ and $b$ vanish. Without the prefactor, the $xxz$ amplitude becomes $1+\frac12(1-2)=\frac12$, the $zxx$ amplitude likewise becomes $\frac12$, and the $xzx$ amplitude becomes $-2+\frac12(1+1)=-1$. The $y$ terms follow with opposite sign. Every amplitude is halved, so the energy is $1/2$.

## The sextic from cyclic shifts and contractions

Let $K=h(h-2)=(h-1)^2-1$. The contractions of $h\psi$ are
$$a\mapsto\tfrac12a+\tfrac12c-\tfrac13b,\qquad b\mapsto\tfrac12b+\tfrac12c-\tfrac13a.$$
Applying $h$ twice therefore gives
$$\begin{aligned}(K\psi)_{ijk}=-\big[&\tfrac14(2\psi_{ijk}-\psi_{jki}-\psi_{kij})+\tfrac16\delta_{ik}(a_j+b_j)\\&+\delta_{ij}(\tfrac16c_k-\tfrac19b_k)+\delta_{jk}(\tfrac16c_i-\tfrac19a_i)\big].\end{aligned}$$

Contracting this formula shows that $K$ sends
$$\begin{aligned}a&\mapsto-(\tfrac59a-\tfrac5{12}b+\tfrac5{12}c),\\ b&\mapsto-(\tfrac59b-\tfrac5{12}a+\tfrac5{12}c),\\ c&\mapsto-(\tfrac56c+\tfrac5{36}(a+b)).\end{aligned}$$
The difference $a-b$ is multiplied by $-\frac{35}{36}$. With $s=a+b$, both $s$ and $c$ are sent to $-(\frac5{36}s+\frac56c)$, a map with eigenvalues $0$ and $-\frac{35}{36}$. Hence $K(K+\frac{35}{36})\psi$ has no contractions.

On such tensors $K=-\frac14(2-C-C^2)$, where $C$ is the cyclic shift. Since $C^3=1$, the eigenvalues of $K$ there are $0$ and $-\frac34$, so $K^2(K+\frac34)(K+\frac{35}{36})=0$. As $K$ is Hermitian, one factor $K$ can be removed:
$$K(K+\tfrac34)(K+\tfrac{35}{36})=0.$$
Now $K+\frac34=(h-\frac12)(h-\frac32)$ and $K+\frac{35}{36}=(h-\frac56)(h-\frac76)$, which gives the sextic.

To see that each root occurs, use $\alpha g_{ij}z_k+\beta g_{jk}z_i+\gamma g_{ik}z_j$, with $z$ the unit vector along the third axis. For $g=\delta$, the component formula gives
$$(\alpha,\beta,\gamma)\mapsto\left(\tfrac{\alpha+\gamma}2-\tfrac{\beta+\gamma}3,\ \tfrac{\beta+\gamma}2-\tfrac{\alpha+\gamma}3,\ \tfrac{\alpha+\beta}2+\gamma\right).$$
The vectors $(1,1,-1)$, $(1,-1,0)$ and $(1,1,6)$ have energies $0,\frac56,\frac76$. For the quadrupole $g=xx-yy$ the contractions vanish, and
$$(\alpha,\beta,\gamma)\mapsto\left(\alpha+\tfrac{\alpha+\gamma}2,\ \beta+\tfrac{\beta+\gamma}2,\ \gamma+\tfrac{\alpha+\beta}2\right).$$
Here $(1,1,-2)$, $(1,-1,0)$ and $(1,1,1)$ have energies $\frac12,\frac32,2$.

Let $\Delta$ be the gap of an open segment of $n\ge2$ AKLT bonds, each entered as the projector $P$ with unit coupling. Knabe's lower bound on the gap of the periodic chain is $(n\Delta-1)/(n-1)$. At $n=2$, $\Delta=\frac12$ it is zero. A gap is never negative, so this bound carries no information, and it is no sign of a gapless chain.

## What the Lean theorems say

`TwoSpin` and `ThreeSpin` hold complex amplitudes, with indices 0, 1, 2 for $x,y,z$. The matrices `spin` use $\hbar=1$, and `spin_algebra` confirms their commutators and $S^2=2$. `casimir` is the pair's $J^2$. `spinTwo_spectral` states $J^2(J^2-2)=24P$ and that $P$ fixes exactly the states with $J^2=6$, so `spinTwo` is tied to angular momentum.

`aklt` is $h$, an open three-site cluster with unit couplings. `aklt_annihilated` is the sextic, and `aklt_spectrum` says that the eigenvalues are exactly its six roots, without multiplicities. In `knabe_two_bond`, `IsSpectralGap` means the least positive eigenvalue; since the lowest energy is 0, this is the excitation gap. `knabeBound` is a definition: the inequality that relates it to periodic chains is not proved here.

For this three-site cluster, the six energies are exact reference values for a diagonalisation code whose bonds are the projectors $P$. If each bond is entered instead as $\mathbf S_i\cdot\mathbf S_j+\frac13(\mathbf S_i\cdot\mathbf S_j)^2=2P_{ij}-\frac23$, an energy $E$ of $h$ becomes $2E-\frac43$, and the gap becomes 1. This rescaled gap must not be put into `knabeBound`, which assumes that the bonds are projectors.

```lean
import Mathlib

open Matrix

namespace AKLTLocalGap

noncomputable section

/-- States of two spins 1 in the Cartesian basis: the amplitudes form a 3 by 3 matrix. -/
abbrev TwoSpin := Matrix (Fin 3) (Fin 3) ℂ

/-- States of three spins 1 in the Cartesian basis. -/
abbrev ThreeSpin := Fin 3 → Fin 3 → Fin 3 → ℂ

/-- The spin-1 matrices `S_x, S_y, S_z` in the Cartesian basis. -/
def spin : Fin 3 → Matrix (Fin 3) (Fin 3) ℂ :=
  ![!![0, 0, 0; 0, 0, -Complex.I; 0, Complex.I, 0],
    !![0, 0, Complex.I; 0, 0, 0; -Complex.I, 0, 0],
    !![0, -Complex.I, 0; Complex.I, 0, 0; 0, 0, 0]]

/-- Component `a` of the total spin of a pair, acting on both indices of the state. -/
def totalSpin (a : Fin 3) (ψ : TwoSpin) : TwoSpin := spin a * ψ + ψ * (spin a)ᵀ

/-- The squared total spin `J²` of a pair. -/
def casimir (ψ : TwoSpin) : TwoSpin := ∑ a, totalSpin a (totalSpin a ψ)

/-- The projector of a pair onto total spin 2: the symmetric traceless part. -/
def spinTwo : TwoSpin →ₗ[ℂ] TwoSpin where
  toFun ψ := (1 / 2 : ℂ) • (ψ + ψᵀ) - (ψ.trace / 3) • (1 : TwoSpin)
  map_add' φ ψ := by
    simp only [transpose_add, trace_add]
    module
  map_smul' c ψ := by
    simp only [transpose_smul, trace_smul, smul_eq_mul, RingHom.id_apply]
    module

/-- The spin-2 projector on sites 1 and 2. -/
def P12 : Module.End ℂ ThreeSpin where
  toFun ψ := fun i j k => spinTwo (Matrix.of fun a b => ψ a b k) i j
  map_add' φ ψ := by
    funext i j k
    exact congrArg (fun M : TwoSpin => M i j)
      (spinTwo.map_add (Matrix.of fun a b => φ a b k) (Matrix.of fun a b => ψ a b k))
  map_smul' c ψ := by
    funext i j k
    exact congrArg (fun M : TwoSpin => M i j)
      (spinTwo.map_smul c (Matrix.of fun a b => ψ a b k))

/-- The spin-2 projector on sites 2 and 3. -/
def P23 : Module.End ℂ ThreeSpin where
  toFun ψ := fun i j k => spinTwo (Matrix.of fun a b => ψ i a b) j k
  map_add' φ ψ := by
    funext i j k
    exact congrArg (fun M : TwoSpin => M j k)
      (spinTwo.map_add (Matrix.of fun a b => φ i a b) (Matrix.of fun a b => ψ i a b))
  map_smul' c ψ := by
    funext i j k
    exact congrArg (fun M : TwoSpin => M j k)
      (spinTwo.map_smul c (Matrix.of fun a b => ψ i a b))

/-- The AKLT Hamiltonian of two neighbouring bonds. -/
def aklt : Module.End ℂ ThreeSpin := P12 + P23

/-- The operator `h (h - 2)` for the two-bond Hamiltonian `h`. -/
def bondQuad : Module.End ℂ ThreeSpin := aklt * aklt - (2 : ℂ) • aklt

/-- Contraction of sites 1 and 2. -/
def c12 (ψ : ThreeSpin) (k : Fin 3) : ℂ := ∑ m, ψ m m k

/-- Contraction of sites 2 and 3. -/
def c23 (ψ : ThreeSpin) (i : Fin 3) : ℂ := ∑ m, ψ i m m

/-- Contraction of sites 1 and 3. -/
def c13 (ψ : ThreeSpin) (j : Fin 3) : ℂ := ∑ m, ψ m j m

/-- The unit vector along z. -/
def zAxis : Fin 3 → ℂ := ![0, 0, 1]

/-- The traceless quadrupole `xx - yy`. -/
def quadrupole : TwoSpin := !![1, 0, 0; 0, -1, 0; 0, 0, 0]

/-- A pair state `g` on two sites and the z state on the third, superposed over the three
positions of the z state. -/
def coupled (g : TwoSpin) (α β γ : ℂ) : ThreeSpin := fun i j k =>
  α * (g i j * zAxis k) + β * (g j k * zAxis i) + γ * (g i k * zAxis j)

/-- `γ` is the smallest positive eigenvalue of `H`. -/
def IsSpectralGap (H : Module.End ℂ ThreeSpin) (γ : ℝ) : Prop :=
  IsLeast {E : ℝ | 0 < E ∧ H.HasEigenvalue (E : ℂ)} γ

/-- The expression in Knabe's lower bound on the gap of a periodic chain, where `γ` is the gap of an
open segment of `n ≥ 2` bonds. -/
def knabeBound (n : ℕ) (γ : ℝ) : ℝ := (n * γ - 1) / (n - 1)

/-- The spin matrices obey the angular momentum algebra, and their squares sum to 2. -/
theorem spin_algebra :
    spin 0 * spin 1 - spin 1 * spin 0 = Complex.I • spin 2 ∧
    spin 1 * spin 2 - spin 2 * spin 1 = Complex.I • spin 0 ∧
    spin 2 * spin 0 - spin 0 * spin 2 = Complex.I • spin 1 ∧
    spin 0 * spin 0 + spin 1 * spin 1 + spin 2 * spin 2 = (2 : ℂ) • 1 := by
  refine ⟨?_, ?_, ?_, ?_⟩ <;> ext i j <;> fin_cases i <;> fin_cases j <;>
    simp [spin] <;> norm_num

/-- The squared total spin of a pair in terms of the exchange and the trace of the state. -/
theorem casimir_apply (ψ : TwoSpin) :
    casimir ψ = (4 : ℂ) • ψ + (2 : ℂ) • ψᵀ - (2 * ψ.trace) • (1 : TwoSpin) := by
  -- entries of the total spin as plain sums
  have entry : ∀ (a : Fin 3) (φ : TwoSpin) (i j : Fin 3), totalSpin a φ i j =
      ∑ m, spin a i m * φ m j + ∑ m, φ i m * spin a j m := by
    intro a φ i j
    simp only [totalSpin, Matrix.add_apply, Matrix.mul_apply, Matrix.transpose_apply]
  ext i j
  have hc : casimir ψ i j = ∑ a, totalSpin a (totalSpin a ψ) i j := by
    simp only [casimir, Matrix.sum_apply]
  rw [hc]
  simp only [entry, Fin.sum_univ_three]
  fin_cases i <;> fin_cases j <;>
    simp [spin, Fin.sum_univ_three, Matrix.trace] <;>
    (try ring_nf) <;> (try simp only [Complex.I_sq]) <;> (try ring)

/-- The projector equals `J² (J² - 2) / 24`, and it fixes exactly the pair states with
`J² = 6`. -/
theorem spinTwo_spectral (ψ : TwoSpin) :
    casimir (casimir ψ) - (2 : ℂ) • casimir ψ = (24 : ℂ) • spinTwo ψ ∧
    (spinTwo ψ = ψ ↔ casimir ψ = (6 : ℂ) • ψ) := by
  have hP : ∀ φ : TwoSpin, spinTwo φ =
      (1 / 2 : ℂ) • (φ + φᵀ) - (φ.trace / 3) • (1 : TwoSpin) := fun _ => rfl
  have h1 : casimir (casimir ψ) - (2 : ℂ) • casimir ψ = (24 : ℂ) • spinTwo ψ := by
    simp only [casimir_apply, hP, transpose_add, transpose_sub, transpose_smul,
      transpose_transpose, transpose_one, trace_add, trace_sub, trace_smul, trace_transpose,
      trace_one, Fintype.card_fin, smul_eq_mul, Nat.cast_ofNat]
    module
  have h2 : casimir (spinTwo ψ) = (6 : ℂ) • spinTwo ψ := by
    simp only [casimir_apply, hP, transpose_add, transpose_sub, transpose_smul,
      transpose_transpose, transpose_one, trace_add, trace_sub, trace_smul, trace_transpose,
      trace_one, Fintype.card_fin, smul_eq_mul, Nat.cast_ofNat]
    module
  have h3 : casimir ((6 : ℂ) • ψ) = (6 : ℂ) • casimir ψ := by
    simp only [casimir_apply, transpose_smul, trace_smul, smul_eq_mul]
    module
  refine ⟨h1, fun h => ?_, fun h => ?_⟩
  · rw [h] at h2
    exact h2
  · rw [h, h3, h] at h1
    calc spinTwo ψ = (1 / 24 : ℂ) • ((24 : ℂ) • spinTwo ψ) := by module
      _ = ψ := by rw [← h1]; module

/-- The two-bond Hamiltonian in components: exchanges of neighbours minus contractions. -/
theorem aklt_apply (ψ : ThreeSpin) (i j k : Fin 3) :
    aklt ψ i j k = ψ i j k + (ψ j i k + ψ i k j) / 2
      - ((1 : TwoSpin) i j * c12 ψ k + (1 : TwoSpin) j k * c23 ψ i) / 3 := by
  change ((1 / 2 : ℂ) * (ψ i j k + ψ j i k) - c12 ψ k / 3 * (1 : TwoSpin) i j)
    + ((1 / 2 : ℂ) * (ψ i j k + ψ i k j) - c23 ψ i / 3 * (1 : TwoSpin) j k) = _
  ring

/-- The operator `h (h - 2)` in components: cyclic permutations and contractions. -/
theorem bondQuad_apply (ψ : ThreeSpin) (i j k : Fin 3) :
    bondQuad ψ i j k = -((2 * ψ i j k - ψ j k i - ψ k i j) / 4
      + (1 : TwoSpin) i k * (c12 ψ j + c23 ψ j) / 6
      + (1 : TwoSpin) i j * (c13 ψ k / 6 - c23 ψ k / 9)
      + (1 : TwoSpin) j k * (c13 ψ i / 6 - c12 ψ i / 9)) := by
  have d : ∀ a b : Fin 3, (1 : TwoSpin) a b = (1 : TwoSpin) b a := fun a b => by
    simp [Matrix.one_apply, eq_comm]
  -- the contractions of h ψ are combinations of those of ψ
  have h12 : ∀ l, c12 (aklt ψ) l = c12 ψ l / 2 + c13 ψ l / 2 - c23 ψ l / 3 := by
    intro l
    fin_cases l <;>
      simp [c12, c23, c13, aklt_apply, Fin.sum_univ_three, Matrix.one_apply] <;> ring
  have h23 : ∀ l, c23 (aklt ψ) l = c23 ψ l / 2 + c13 ψ l / 2 - c12 ψ l / 3 := by
    intro l
    fin_cases l <;>
      simp [c12, c23, c13, aklt_apply, Fin.sum_univ_three, Matrix.one_apply] <;> ring
  change aklt (aklt ψ) i j k - 2 * aklt ψ i j k = _
  simp only [aklt_apply, h12, h23, d j i, d k j]
  ring

/-- The two-bond AKLT Hamiltonian satisfies a polynomial equation of degree six. -/
theorem aklt_annihilated :
    aklt * (aklt - (1 / 2 : ℂ) • 1) * (aklt - (5 / 6 : ℂ) • 1) * (aklt - (7 / 6 : ℂ) • 1)
      * (aklt - (3 / 2 : ℂ) • 1) * (aklt - (2 : ℂ) • 1) = 0 := by
  have d : ∀ a b : Fin 3, (1 : TwoSpin) a b = (1 : TwoSpin) b a := fun a b => by
    simp [Matrix.one_apply, eq_comm]
  have h12 : ∀ φ l, c12 (bondQuad φ) l
      = -(5 / 9 * c12 φ l - 5 / 12 * c23 φ l + 5 / 12 * c13 φ l) := by
    intro φ l
    fin_cases l <;>
      simp [c12, c23, c13, bondQuad_apply, Fin.sum_univ_three, Matrix.one_apply] <;> ring
  have h23 : ∀ φ l, c23 (bondQuad φ) l
      = -(5 / 9 * c23 φ l - 5 / 12 * c12 φ l + 5 / 12 * c13 φ l) := by
    intro φ l
    fin_cases l <;>
      simp [c12, c23, c13, bondQuad_apply, Fin.sum_univ_three, Matrix.one_apply] <;> ring
  have h13 : ∀ φ l, c13 (bondQuad φ) l
      = -(5 / 6 * c13 φ l + 5 / 36 * (c12 φ l + c23 φ l)) := by
    intro φ l
    fin_cases l <;>
      simp [c12, c23, c13, bondQuad_apply, Fin.sum_univ_three, Matrix.one_apply] <;> ring
  -- the cubic equation K (K + 3/4) (K + 35/36) = 0 for K = h (h - 2)
  have cubic : bondQuad * bondQuad * bondQuad + (31 / 18 : ℂ) • (bondQuad * bondQuad)
      + (35 / 48 : ℂ) • bondQuad = 0 := by
    refine LinearMap.ext fun ψ => funext fun i => funext fun j => funext fun k => ?_
    change bondQuad (bondQuad (bondQuad ψ)) i j k
      + (31 / 18 : ℂ) * bondQuad (bondQuad ψ) i j k + (35 / 48 : ℂ) * bondQuad ψ i j k = 0
    simp only [bondQuad_apply, h12, h23, h13, d j i, d k j, d k i]
    ring
  rw [← cubic]
  simp only [bondQuad, mul_sub, sub_mul, mul_smul_comm, smul_mul_assoc, mul_one,
    mul_assoc, smul_sub]
  module

/-- Action of the Hamiltonian on a singlet pair coupled to a z state. -/
theorem aklt_coupled_one (α β γ : ℂ) :
    aklt (coupled 1 α β γ) = coupled 1 ((α + γ) / 2 - (β + γ) / 3)
      ((β + γ) / 2 - (α + γ) / 3) ((α + β) / 2 + γ) := by
  have d : ∀ a b : Fin 3, (1 : TwoSpin) a b = (1 : TwoSpin) b a := fun a b => by
    simp [Matrix.one_apply, eq_comm]
  have h12 : ∀ l, c12 (coupled 1 α β γ) l = (3 * α + β + γ) * zAxis l := by
    intro l
    fin_cases l <;>
      simp [c12, coupled, zAxis, Fin.sum_univ_three, Matrix.one_apply]
    ring
  have h23 : ∀ l, c23 (coupled 1 α β γ) l = (α + 3 * β + γ) * zAxis l := by
    intro l
    fin_cases l <;>
      simp [c23, coupled, zAxis, Fin.sum_univ_three, Matrix.one_apply]
    ring
  funext i j k
  rw [aklt_apply, h12, h23]
  simp only [coupled, d j i, d k j]
  ring

/-- Action of the Hamiltonian on a quadrupolar pair coupled to a z state. -/
theorem aklt_coupled_quadrupole (α β γ : ℂ) :
    aklt (coupled quadrupole α β γ) = coupled quadrupole (α + (α + γ) / 2)
      (β + (β + γ) / 2) (γ + (α + β) / 2) := by
  have d : ∀ a b : Fin 3, quadrupole a b = quadrupole b a := fun a b => by
    fin_cases a <;> fin_cases b <;> simp [quadrupole]
  have h12 : ∀ l, c12 (coupled quadrupole α β γ) l = 0 := by
    intro l
    fin_cases l <;> simp [c12, coupled, zAxis, quadrupole, Fin.sum_univ_three]
  have h23 : ∀ l, c23 (coupled quadrupole α β γ) l = 0 := by
    intro l
    fin_cases l <;> simp [c23, coupled, zAxis, quadrupole, Fin.sum_univ_three]
  funext i j k
  rw [aklt_apply, h12, h23]
  simp only [coupled, d j i, d k j]
  ring

/-- The eigenvalues of the two-bond AKLT Hamiltonian are exactly 0, 1/2, 5/6, 7/6, 3/2
and 2. -/
theorem aklt_spectrum (μ : ℂ) : aklt.HasEigenvalue μ ↔
    μ = 0 ∨ μ = 1 / 2 ∨ μ = 5 / 6 ∨ μ = 7 / 6 ∨ μ = 3 / 2 ∨ μ = 2 := by
  constructor
  · intro h
    obtain ⟨ψ, hψ⟩ := h.exists_hasEigenvector
    have hv : aklt ψ = μ • ψ := hψ.apply_eq_smul
    have hsub : ∀ c : ℂ, (aklt - c • (1 : Module.End ℂ ThreeSpin)) ψ = (μ - c) • ψ := by
      intro c
      change aklt ψ - c • ψ = _
      rw [hv, sub_smul]
    -- on an eigenvector the sextic becomes a number
    have h0 := LinearMap.congr_fun aklt_annihilated ψ
    simp only [Module.End.mul_apply, hsub, map_smul, hv, smul_smul,
      LinearMap.zero_apply] at h0
    have hp := (smul_eq_zero.mp h0).resolve_right hψ.2
    simp only [mul_eq_zero, sub_eq_zero] at hp
    tauto
  · have key : ∀ (g : TwoSpin) (ν β γ α' β' γ' : ℂ), g 0 0 = 1 →
        aklt (coupled g 1 β γ) = coupled g α' β' γ' →
        α' = ν → β' = ν * β → γ' = ν * γ → aklt.HasEigenvalue ν := by
      intro g ν β γ α' β' γ' hg H h1 h2 h3
      refine Module.End.hasEigenvalue_of_hasEigenvector (x := coupled g 1 β γ)
        ⟨Module.End.mem_eigenspace_iff.mpr ?_, fun h => ?_⟩
      · rw [H, h1, h2, h3]
        funext i j k
        simp only [coupled, Pi.smul_apply, smul_eq_mul]
        ring
      · have h' := congrFun (congrFun (congrFun h 0) 0) 2
        simp [coupled, zAxis, hg] at h'
    have q : quadrupole 0 0 = 1 := by simp [quadrupole]
    have e : (1 : TwoSpin) 0 0 = 1 := by simp
    rintro (rfl | rfl | rfl | rfl | rfl | rfl)
    · exact key 1 _ 1 (-1) _ _ _ e (aklt_coupled_one _ _ _)
        (by norm_num) (by norm_num) (by norm_num)
    · exact key quadrupole _ 1 (-2) _ _ _ q (aklt_coupled_quadrupole _ _ _)
        (by norm_num) (by norm_num) (by norm_num)
    · exact key 1 _ (-1) 0 _ _ _ e (aklt_coupled_one _ _ _)
        (by norm_num) (by norm_num) (by norm_num)
    · exact key 1 _ 1 6 _ _ _ e (aklt_coupled_one _ _ _)
        (by norm_num) (by norm_num) (by norm_num)
    · exact key quadrupole _ (-1) 0 _ _ _ q (aklt_coupled_quadrupole _ _ _)
        (by norm_num) (by norm_num) (by norm_num)
    · exact key quadrupole _ 1 1 _ _ _ q (aklt_coupled_quadrupole _ _ _)
        (by norm_num) (by norm_num) (by norm_num)

/-- The two-bond gap is 1/2, and Knabe's bound evaluated at this gap is zero. -/
theorem knabe_two_bond : IsSpectralGap aklt (1 / 2) ∧ knabeBound 2 (1 / 2) = 0 := by
  refine ⟨⟨⟨by norm_num, (aklt_spectrum _).mpr (Or.inr (Or.inl (by push_cast; rfl)))⟩, ?_⟩,
    by norm_num [knabeBound]⟩
  rintro E ⟨hpos, hE⟩
  have cast : ∀ r : ℝ, (E : ℂ) = (r : ℂ) → E = r := fun r h => Complex.ofReal_injective h
  rcases (aklt_spectrum _).mp hE with h | h | h | h | h | h
  · have := cast 0 (by push_cast; exact h)
    linarith
  · have := cast (1 / 2) (by push_cast; exact h)
    linarith
  · have := cast (5 / 6) (by push_cast; exact h)
    linarith
  · have := cast (7 / 6) (by push_cast; exact h)
    linarith
  · have := cast (3 / 2) (by push_cast; exact h)
    linarith
  · have := cast 2 (by push_cast; exact h)
    linarith

end

end AKLTLocalGap
```

```lean
#print axioms AKLTLocalGap.spin_algebra
#print axioms AKLTLocalGap.spinTwo_spectral
#print axioms AKLTLocalGap.knabe_two_bond
```

```
'AKLTLocalGap.spin_algebra' depends on axioms: [propext, Classical.choice, Quot.sound]
'AKLTLocalGap.spinTwo_spectral' depends on axioms: [propext, Classical.choice, Quot.sound]
'AKLTLocalGap.knabe_two_bond' depends on axioms: [propext, Classical.choice, Quot.sound]
```

## How the proof follows the derivation

`casimir_apply` reduces $J^2$ to a transpose and a trace by checking entries; `spinTwo_spectral` is then linear algebra. `aklt_apply` and `bondQuad_apply` are the component formulas for $h$ and $K$.

In `aklt_annihilated`, the facts `h12`, `h23` and `h13` are the three contraction rules. The proof then departs from the derivation above: it applies the formula for $K$ three times and lets `ring` verify the cubic directly, so Hermiticity is not needed. Expanding $K$ in $h$ gives the sextic.

For `aklt_spectrum`, applying the sextic to an eigenvector turns it into a product of numbers, one of which must vanish. Conversely, `key` takes the six coefficient vectors, using the two `aklt_coupled` lemmas for the action of $h$ and the $xxz$ amplitude, equal to 1, to show that the state is nonzero. `knabe_two_bond` compares the six values with $1/2$ and evaluates the fraction.
